# Entrywise interpolation between unitary matrices $U$ and $V$ lowers the squared norm by $s(1-s)\lVert(U-V)v\rVert^2$

## Where does the norm go halfway through a spin rotation?

To get a spin rotation part of the way between no rotation and a rotation by $\theta$ about the z axis, I take the two Wigner matrices and interpolate their entries linearly. Both endpoints are unitary, so I expected the matrices in between to be at least nearly so. For spin 1/2 and $\theta=\pi$, however, a normalised state comes out of the midpoint matrix with squared norm $1/2$. For $\theta=2\pi$ it comes out as zero, whatever state I put in. With spin 1 and $\theta=\pi$, the $m=0$ component survives untouched while $m=\pm1$ disappear. Is this a bug in my code, or does the interpolation itself do it? And can I predict the loss?

## The loss is set by the distance between the two rotated state vectors, global phase included

Your numbers are not a coding error: the interpolation itself removes the norm. For unitary matrices $U$ and $V$, a real number $s$ and a vector $v$ of complex amplitudes,

$$\lVert((1-s)U+sV)v\rVert^2=\lVert v\rVert^2-s(1-s)\lVert(U-V)v\rVert^2 .$$

For $0<s<1$, norm is lost on every state that $U$ and $V$ send to different vectors. In quantum mechanics and spin simulation this bears on any step that linearly interpolates tabulated rotation or propagation matrices, provided that they are finite-dimensional and unitary at the endpoints.

**One amplitude.** Take two complex numbers $a$ and $b$. Expanding the square gives

$$|(1-s)a+sb|^2=(1-s)^2|a|^2+s^2|b|^2+2s(1-s)\,\mathrm{Re}(a^*b).$$

The distance between the numbers contains the same cross term: $2\,\mathrm{Re}(a^*b)=|a|^2+|b|^2-|a-b|^2$. After this substitution the coefficient of $|a|^2$ is $(1-s)^2+s(1-s)=1-s$, and that of $|b|^2$ is $s^2+s(1-s)=s$. Hence

$$|(1-s)a+sb|^2=(1-s)|a|^2+s|b|^2-s(1-s)|a-b|^2 .$$

For $|a|=|b|$ with $a\neq b$ and $0<s<1$, this is the geometric fact that a point inside a chord of a circle lies closer to the centre than the ends do.

**All amplitudes.** Put $a=(Uv)_i$ and $b=(Vv)_i$ and sum over $i$:

$$\lVert((1-s)U+sV)v\rVert^2=(1-s)\lVert Uv\rVert^2+s\lVert Vv\rVert^2-s(1-s)\lVert(U-V)v\rVert^2 .$$

Since $U^\dagger U=1$, we have $\lVert Uv\rVert^2=v^\dagger U^\dagger Uv=\lVert v\rVert^2$, and likewise for $V$. The first two terms add up to $\lVert v\rVert^2$, which gives the identity.

**When the interpolated matrix is unitary.** Let $0<s<1$ and suppose that the interpolated matrix is unitary. It then preserves every norm, so $s(1-s)\lVert(U-V)v\rVert^2=0$ for every $v$, and therefore $(U-V)v=0$. Choosing $v$ as the $j$-th basis vector shows that column $j$ of $U-V$ vanishes. This holds for every $j$, so $U=V$. Conversely, if $U=V$, the interpolation returns $U$, which is unitary.

**Rotations about z.** Write the spin as $N/2$ and number the basis states by $k=0,\dots,N$, with magnetic quantum number $m=k-N/2$. The rotation by $\theta$ multiplies state $k$ by $e^{-im\theta}$. Take $U=1$, let $V$ be this rotation, and let $v$ be basis state $k$. Only one amplitude is then different from zero, and with $x=m\theta$

$$|1-e^{-ix}|^2=(1-\cos x)^2+\sin^2x=2-2\cos x=4\sin^2(x/2).$$

The remaining squared norm is therefore

$$1-4s(1-s)\sin^2(m\theta/2),$$

which becomes $\cos^2(m\theta/2)$ at $s=1/2$. It vanishes exactly when $m\theta/2=q\pi+\pi/2$ for some integer $q$, that is, when $m\theta=(2q+1)\pi$.

This accounts for your numbers. For spin 1/2 and $\theta=\pi$ both components keep $\cos^2(\pi/4)=1/2$. For spin 1 and $\theta=\pi$ the component $m=0$ keeps 1 and the components $m=\pm1$ keep 0. For half-integer spin and $\theta=2\pi$, every $m\theta=2\pi m$ is an odd multiple of $\pi$. Every column of the midpoint matrix is then zero, and so is the matrix. The rotation by $2\pi$ is $-1$ on such a spin, and halfway between $1$ and $-1$ lies $0$. To get the rotation part of the way, interpolate the angle instead: the phases $e^{-im(s\theta)}$ have modulus 1 for every real $s$.

Here is the same argument in Lean 4 with Mathlib.

```lean
import Mathlib

open Matrix

namespace RotationInterpolation

noncomputable section

variable {n : Type*} [Fintype n]

/-- The squared norm of a state: the sum of the squared moduli of its amplitudes. -/
def weight (v : n → ℂ) : ℝ := ∑ i, ‖v i‖ ^ 2

/-- Entrywise linear interpolation from the matrix `U` (at `s = 0`) to `V` (at `s = 1`). -/
def blend {n : Type*} (s : ℝ) (U V : Matrix n n ℂ) : Matrix n n ℂ :=
  ((1 - s : ℝ) : ℂ) • U + (s : ℂ) • V

/-- The magnetic quantum number `m = k - j` of the `k`-th basis state of spin `j = N / 2`. -/
def mag (N : ℕ) (k : Fin (N + 1)) : ℝ := ((k : ℕ) : ℝ) - (N : ℝ) / 2

/-- The Wigner matrix of a rotation by `θ` about the z axis for spin `N / 2`:
diagonal, with entries `exp (-i m θ)`. -/
def rotZ (N : ℕ) (θ : ℝ) : Matrix (Fin (N + 1)) (Fin (N + 1)) ℂ :=
  Matrix.diagonal fun k => Complex.exp (((-(mag N k * θ) : ℝ) : ℂ) * Complex.I)

/-- A state has zero squared norm exactly when all its amplitudes vanish. -/
theorem weight_eq_zero (v : n → ℂ) : weight v = 0 ↔ v = 0 := by
  rw [weight, Finset.sum_eq_zero_iff_of_nonneg (fun i _ => by positivity)]
  simp [funext_iff]

/-- The squared modulus of an interpolated amplitude is the interpolated squared modulus
less `s (1 - s)` times the squared distance of the two amplitudes. -/
theorem norm_sq_mix (s : ℝ) (a b : ℂ) :
    ‖((1 - s : ℝ) : ℂ) * a + (s : ℂ) * b‖ ^ 2
      = (1 - s) * ‖a‖ ^ 2 + s * ‖b‖ ^ 2 - s * (1 - s) * ‖a - b‖ ^ 2 := by
  simp only [Complex.sq_norm, Complex.normSq_apply, Complex.add_re, Complex.add_im,
    Complex.mul_re, Complex.mul_im, Complex.sub_re, Complex.sub_im,
    Complex.ofReal_re, Complex.ofReal_im]
  ring

variable [DecidableEq n]

/-- A unitary matrix preserves the squared norm of every state. -/
theorem weight_unitary {U : Matrix n n ℂ} (hU : U ∈ Matrix.unitaryGroup n ℂ) (v : n → ℂ) :
    weight (U *ᵥ v) = weight v := by
  have key : ∀ w : n → ℂ, ((weight w : ℝ) : ℂ) = star w ⬝ᵥ w := by
    intro w
    simp only [weight, dotProduct, Pi.star_apply, Complex.ofReal_sum, Complex.ofReal_pow]
    exact Finset.sum_congr rfl fun i _ => (Complex.conj_mul' (w i)).symm
  have h : Uᴴ * U = 1 := Matrix.mem_unitaryGroup_iff'.mp hU
  apply Complex.ofReal_injective
  rw [key, key, Matrix.star_mulVec, ← Matrix.dotProduct_mulVec, Matrix.mulVec_mulVec, h,
    Matrix.one_mulVec]

/-- Interpolating entrywise between two unitary matrices changes the squared norm of a state `v`
by `-s (1 - s)` times the squared norm of `(U - V) v`. -/
theorem weight_blend {U V : Matrix n n ℂ} (hU : U ∈ Matrix.unitaryGroup n ℂ)
    (hV : V ∈ Matrix.unitaryGroup n ℂ) (s : ℝ) (v : n → ℂ) :
    weight (blend s U V *ᵥ v) = weight v - s * (1 - s) * weight ((U - V) *ᵥ v) := by
  -- sum the identity for single amplitudes over all components
  have h : weight (blend s U V *ᵥ v) = (1 - s) * weight (U *ᵥ v) + s * weight (V *ᵥ v)
      - s * (1 - s) * weight ((U - V) *ᵥ v) := by
    simp only [weight, blend, Matrix.add_mulVec, Matrix.smul_mulVec, Matrix.sub_mulVec,
      Pi.add_apply, Pi.smul_apply, Pi.sub_apply, smul_eq_mul, norm_sq_mix,
      Finset.sum_sub_distrib, Finset.sum_add_distrib, Finset.mul_sum]
  rw [h, weight_unitary hU, weight_unitary hV]
  ring

/-- Strictly between the endpoints, the interpolation of two unitary matrices is itself unitary
only if the two matrices coincide, and then it is. -/
theorem blend_unitary_iff {U V : Matrix n n ℂ} (hU : U ∈ Matrix.unitaryGroup n ℂ)
    (hV : V ∈ Matrix.unitaryGroup n ℂ) {s : ℝ} (h0 : 0 < s) (h1 : s < 1) :
    blend s U V ∈ Matrix.unitaryGroup n ℂ ↔ U = V := by
  constructor
  · intro hB
    -- no norm is lost, so `U - V` annihilates every state
    have hz : ∀ v : n → ℂ, (U - V) *ᵥ v = 0 := by
      intro v
      have e := weight_blend hU hV s v
      rw [weight_unitary hB] at e
      have hs : s * (1 - s) ≠ 0 := (mul_pos h0 (sub_pos.mpr h1)).ne'
      have e' : s * (1 - s) * weight ((U - V) *ᵥ v) = 0 := by linarith
      exact (weight_eq_zero _).mp ((mul_eq_zero.mp e').resolve_left hs)
    ext i j
    have e := congrFun (hz (Pi.single j 1)) i
    rw [Matrix.mulVec_single_one] at e
    exact sub_eq_zero.mp e
  · rintro rfl
    have e : blend s U U = U := by
      rw [blend, ← add_smul, ← Complex.ofReal_add, sub_add_cancel, Complex.ofReal_one, one_smul]
    rw [e]
    exact hU

/-- The Wigner matrix of a rotation about the z axis is unitary. -/
theorem rotZ_unitary (N : ℕ) (θ : ℝ) : rotZ N θ ∈ Matrix.unitaryGroup (Fin (N + 1)) ℂ := by
  rw [Matrix.mem_unitaryGroup_iff', Matrix.star_eq_conjTranspose, rotZ,
    Matrix.diagonal_conjTranspose, Matrix.diagonal_mul_diagonal]
  refine Eq.trans (congrArg Matrix.diagonal (funext fun k => ?_)) Matrix.diagonal_one
  refine (Complex.conj_mul'
    (Complex.exp (((-(mag N k * θ) : ℝ) : ℂ) * Complex.I))).trans ?_
  rw [Complex.norm_exp_ofReal_mul_I]
  norm_num

/-- Interpolation between the identity and a z rotation by `θ` leaves the basis state with
magnetic quantum number `m` the squared norm `1 - 4 s (1 - s) sin² (m θ / 2)`. -/
theorem weight_component (N : ℕ) (θ s : ℝ) (k : Fin (N + 1)) :
    weight (blend s 1 (rotZ N θ) *ᵥ Pi.single k 1)
      = 1 - 4 * s * (1 - s) * Real.sin (mag N k * θ / 2) ^ 2 := by
  have hw : ∀ z : ℂ, weight (Pi.single k z : Fin (N + 1) → ℂ) = ‖z‖ ^ 2 := by
    intro z
    rw [weight, Finset.sum_eq_single k]
    · simp
    · intro i _ hi
      simp [hi]
    · simp
  -- the chord between the phases `1` and `exp (-i x)` has length `2 |sin (x / 2)|`
  have chord : ∀ x : ℝ, ‖1 - Complex.exp (((-x : ℝ) : ℂ) * Complex.I)‖ ^ 2
      = 4 * Real.sin (x / 2) ^ 2 := by
    intro x
    have h := Real.cos_two_mul (x / 2)
    rw [show 2 * (x / 2) = x by ring] at h
    rw [Complex.sq_norm, Complex.normSq_apply, Complex.sub_re, Complex.sub_im, Complex.one_re,
      Complex.one_im, Complex.exp_ofReal_mul_I_re, Complex.exp_ofReal_mul_I_im,
      Real.cos_neg, Real.sin_neg]
    linear_combination Real.sin_sq_add_cos_sq x - 2 * h
      - 4 * Real.sin_sq_add_cos_sq (x / 2)
  have hd : (1 - rotZ N θ) *ᵥ Pi.single k 1
      = Pi.single k (1 - Complex.exp (((-(mag N k * θ) : ℝ) : ℂ) * Complex.I)) := by
    rw [rotZ, ← Matrix.diagonal_one, Matrix.diagonal_sub, Matrix.diagonal_mulVec_single, mul_one]
  rw [weight_blend (one_mem _) (rotZ_unitary N θ), hd, hw, hw, chord, norm_one]
  ring

/-- The midpoint between the identity and a z rotation by `θ` annihilates the basis state with
magnetic quantum number `m` exactly when `m θ` is an odd multiple of `π`. -/
theorem midpoint_annihilates_iff (N : ℕ) (θ : ℝ) (k : Fin (N + 1)) :
    blend (1 / 2) 1 (rotZ N θ) *ᵥ Pi.single k 1 = 0
      ↔ ∃ q : ℤ, mag N k * θ = (2 * (q : ℝ) + 1) * Real.pi := by
  have h : 1 - 4 * (1 / 2) * (1 - 1 / 2) * Real.sin (mag N k * θ / 2) ^ 2
      = Real.cos (mag N k * θ / 2) ^ 2 := by
    linear_combination -Real.sin_sq_add_cos_sq (mag N k * θ / 2)
  rw [← weight_eq_zero, weight_component, h, pow_eq_zero_iff two_ne_zero, Real.cos_eq_zero_iff]
  constructor
  · rintro ⟨q, hq⟩
    exact ⟨q, by linarith⟩
  · rintro ⟨q, hq⟩
    exact ⟨q, by linarith⟩

/-- For half-integer spin (`N = 2 j` odd), the midpoint between the identity and the
z rotation by `2 π` is the zero matrix. -/
theorem midpoint_full_turn (N : ℕ) (hN : Odd N) :
    blend (1 / 2) 1 (rotZ N (2 * Real.pi)) = 0 := by
  obtain ⟨q, rfl⟩ := hN
  ext i k
  have h := (midpoint_annihilates_iff (2 * q + 1) (2 * Real.pi) k).mpr
    ⟨((k : ℕ) : ℤ) - (q : ℤ) - 1, by
      simp only [mag]
      push_cast
      ring⟩
  have e := congrFun h i
  rw [Matrix.mulVec_single_one] at e
  exact e

end

end RotationInterpolation
```

```lean
#print axioms RotationInterpolation.weight_blend
-- 'RotationInterpolation.weight_blend' depends on axioms: [propext, Classical.choice, Quot.sound]
#print axioms RotationInterpolation.blend_unitary_iff
-- 'RotationInterpolation.blend_unitary_iff' depends on axioms: [propext, Classical.choice, Quot.sound]
#print axioms RotationInterpolation.midpoint_full_turn
-- 'RotationInterpolation.midpoint_full_turn' depends on axioms: [propext, Classical.choice, Quot.sound]
```

### What the definitions and theorems say about spins

A state is a function `v : n → ℂ` that lists its amplitudes over a finite index set `n`. `weight v` is the sum of their squared moduli, so it is the squared norm and not the norm. The theorems don't require normalisation; for a normalised state `weight v` is 1. `U *ᵥ v` is the matrix acting on the state, and `blend s U V` is the entrywise interpolation, equal to `U` at $s=0$ and to `V` at $s=1$.

`weight_blend` is the main identity. Its hypotheses `hU` and `hV` say that the two endpoint matrices are unitary, which physically means that each of them conserves total probability. The number `s` may be any real. Outside the interval from 0 to 1 the factor $s(1-s)$ is negative, so linear extrapolation increases the norm wherever the two images of the state differ.

`blend_unitary_iff` says that for $0<s<1$ the interpolated matrix is unitary if and only if `U = V`. The values $s=0$ and $s=1$ have to be excluded, because there the interpolation returns an endpoint, which is unitary even when the two matrices differ.

The remaining statements concern rotations about z. The natural number `N` is twice the spin, so integer and half-integer spins are treated together, and `N = 0` is spin 0. The index `k : Fin (N + 1)` runs from 0 to `N`, and `mag N k` is the corresponding $m$. The basis is thus ordered from the lowest $m$ to the highest; if your table starts at the highest $m$, the diagonal is reversed. `rotZ N θ` is the diagonal matrix with entries $e^{-im\theta}$, which follows the sign convention $e^{-i\theta J_z}$ with $\hbar=1$ and $J_z$ the z component of the angular momentum. `Pi.single k 1` is the normalised basis state $k$.

- `weight_component` gives the squared norm that basis state $k$ keeps at any `s`.
- `midpoint_annihilates_iff` says that the midpoint matrix sends this state to zero exactly when $m\theta$ is an odd multiple of $\pi$, with the integer `q` labelling the multiple.
- `midpoint_full_turn` takes `Odd N`, which means half-integer spin, and concludes that the midpoint between the identity and the rotation by $2\pi$ is the zero matrix.

The z rotation enters through its diagonal form and is not derived from the angular momentum operators. For a rotation about another axis, `weight_blend` applies once the unitarity of its Wigner matrix is supplied, which the file does only for `rotZ`. The matrices are finite and their entries are exact complex numbers, so rounding and truncation in a stored table are separate sources of error.

### From one amplitude to the vanishing matrix

`norm_sq_mix` is the identity for one amplitude. The derivation above used the cross term $\mathrm{Re}(a^*b)$; the proof instead writes every squared modulus in real and imaginary parts, after which `ring` confirms a polynomial identity.

`weight_unitary` is norm conservation. Its intermediate result `key` rewrites the squared norm as the product $w^\dagger w$. The proof then moves the conjugate transpose of `U` next to `U` and replaces their product by 1, as in $v^\dagger U^\dagger Uv=v^\dagger v$.

`weight_blend` first proves `h`, the summed identity in which $\lVert Uv\rVert^2$ and $\lVert Vv\rVert^2$ still appear. There `simp only` applies `norm_sq_mix` to each component and splits the sum. Two uses of `weight_unitary` replace both squared norms by that of `v`, and `ring` adds the coefficients $1-s$ and $s$.

In `blend_unitary_iff`, the forward direction compares `weight_blend` with norm conservation for the interpolated matrix. Since $s(1-s)$ is not zero, the squared norm of $(U-V)v$ must be. `weight_eq_zero`, which says that only the zero vector has zero squared norm, turns this into `hz`: the difference annihilates every state. Applying `hz` to `Pi.single j 1` reads off column $j$, and hence every entry. The reverse direction adds the two coefficients in front of the same matrix.

`rotZ_unitary` multiplies the diagonal matrix by its conjugate transpose and uses the fact that each phase has modulus 1. This supplies the unitarity that `weight_component` needs in order to apply `weight_blend` with `U = 1`. Within that proof, `hw` says that a state with a single amplitude $z$ has squared norm $|z|^2$, `chord` is the formula $|1-e^{-ix}|^2=4\sin^2(x/2)$, and `hd` computes the action of $1-V$ on the basis state. The `linear_combination` step in `chord` combines the double-angle formula with $\sin^2+\cos^2=1$.

`midpoint_annihilates_iff` sets $s=1/2$, and its `h` turns the remaining squared norm into $\cos^2(m\theta/2)$. A state vanishes when its squared norm does, and Mathlib's description of the zeros of the cosine provides the integer `q`. Both directions then differ from the stated condition only by a factor of 2.

For `midpoint_full_turn`, the oddness of `N` gives $N=2q+1$ with a natural number $q$ (fixed by the spin, and not the integer `q` of `midpoint_annihilates_iff`), so that $m=k-q-1/2$ and

$$2\pi m=\bigl(2(k-q-1)+1\bigr)\pi .$$

The integer handed to the previous theorem is therefore $k-q-1$. That theorem makes column $k$ of the midpoint matrix zero, and since `ext i k` has fixed an arbitrary entry in row $i$ and column $k$, every entry vanishes.
